# The first 2n − 1 moments do not fix an n-pole Green's function with complex poles and weights

A Green's function with finitely many poles is taken here as G(z) = ∑ wₖ/(z − lₖ), with moments ∑ wₖ lₖʲ; poles and weights may be complex, and the weights need not be positive or sum to one. For every n ≥ 1 and primitive 2n-th root of unity ζ, `moments_sharp` compares two such functions: one has the n even powers of ζ as poles, each weighted by itself, and the other has the n odd powers, each weighted by minus itself. It states that their moments agree for j = 0, …, 2n − 2, yet the functions differ at z = 0, which is a pole of neither. The proof writes the moments as geometric sums in ζʲ⁺¹ to show that they agree, then computes the two values at the origin as −n and n.

The failing Lean file:

```lean
import Mathlib

open Filter Topology

namespace MomentsSharp

noncomputable section

/-- The `j`-th moment `∑ w_k l_k ^ j` of the weights `w` at the poles `l`. -/
def moment {n : ℕ} (w l : Fin n → ℂ) (j : ℕ) : ℂ := ∑ k, w k * l k ^ j

/-- The complex energies that differ from every pole `l_k`. -/
def offPoles {n : ℕ} (l : Fin n → ℂ) : Set ℂ := {z | ∀ k, z ≠ l k}

/-- The Green's function `G(z) = ∑ w_k / (z - l_k)`, defined for `z` away from the poles. -/
def green {n : ℕ} (w l : Fin n → ℂ) (z : offPoles l) : ℂ := ∑ k, w k / ((z : ℂ) - l k)

/-- The even powers `ζ ^ (2k)`, `k < n`. -/
def evenPowers (ζ : ℂ) (n : ℕ) : Fin n → ℂ := fun k => ζ ^ (2 * (k : ℕ))

/-- The odd powers `ζ ^ (2k+1)`, `k < n`. -/
def oddPowers (ζ : ℂ) (n : ℕ) : Fin n → ℂ := fun k => ζ ^ (2 * (k : ℕ) + 1)

/-- Sharpness: for `n ≥ 1` and a primitive `2n`-th root of unity `ζ`, the `n` even powers
(weight = pole) and the `n` odd powers (weight = minus pole) share their first `2n - 1` moments,
but their Green's functions differ at `z = 0`, which is not a pole. -/
theorem moments_sharp {n : ℕ} (hn : 0 < n) {ζ : ℂ} (hζ : IsPrimitiveRoot ζ (2 * n)) :
    (∀ j, j + 1 < 2 * n → moment (evenPowers ζ n) (evenPowers ζ n) j =
      moment (fun k => -oddPowers ζ n k) (oddPowers ζ n) j) ∧
    ∃ (h1 : (0 : ℂ) ∈ offPoles (evenPowers ζ n)) (h2 : (0 : ℂ) ∈ offPoles (oddPowers ζ n)),
      green (evenPowers ζ n) (evenPowers ζ n) ⟨0, h1⟩ ≠
        green (fun k => -oddPowers ζ n k) (oddPowers ζ n) ⟨0, h2⟩ := by
  constructor
  · intro j hj
    have hq : ζ ^ (j + 1) ≠ 1 := fun h => by
      have := Nat.le_of_dvd (Nat.succ_pos j) (hζ.dvd_of_pow_eq_one (j + 1) h)
      omega
    have hq2 : ((ζ ^ (j + 1)) ^ 2) ^ n = 1 := by
      rw [← pow_mul, ← pow_mul, show (j + 1) * 2 * n = 2 * n * (j + 1) by ring, pow_mul,
        hζ.pow_eq_one, one_pow]
    -- both moments are geometric sums in `ζ ^ (j + 1)`
    have hA : moment (evenPowers ζ n) (evenPowers ζ n) j =
        ∑ k ∈ Finset.range n, ((ζ ^ (j + 1)) ^ 2) ^ k := by
      simp only [moment, evenPowers]
      rw [Finset.sum_range]
      refine Finset.sum_congr rfl fun k _ => ?_
      ring
    have hB : moment (fun k => -oddPowers ζ n k) (oddPowers ζ n) j =
        -(ζ ^ (j + 1) * ∑ k ∈ Finset.range n, ((ζ ^ (j + 1)) ^ 2) ^ k) := by
      simp only [moment, oddPowers]
      rw [Finset.sum_range, Finset.mul_sum, ← Finset.sum_neg_distrib]
      refine Finset.sum_congr rfl fun k _ => ?_
      ring
    have hg := geom_sum_mul ((ζ ^ (j + 1)) ^ 2) n
    rw [hq2, sub_self] at hg
    rw [hA, hB]
    generalize (∑ k ∈ Finset.range n, ((ζ ^ (j + 1)) ^ 2) ^ k) = s at hg ⊢
    apply mul_right_cancel₀ (sub_ne_zero.mpr hq)
    linear_combination hg
  · have h0 : ζ ≠ 0 := hζ.ne_zero (by omega)
    refine ⟨fun k => (pow_ne_zero _ h0).symm, fun k => (pow_ne_zero _ h0).symm, ?_⟩
    -- the two values at the origin are `-n` and `n`
    have e1 : ∀ a : ℂ, a ≠ 0 → a / (0 - a) = -1 := fun a ha => by
      rw [zero_sub, div_neg, div_self ha]
    have e2 : ∀ a : ℂ, a ≠ 0 → -a / (0 - a) = 1 := fun a ha => by
      rw [zero_sub, div_self (neg_ne_zero.mpr ha)]
    simp only [green, evenPowers, oddPowers, e1 _ (pow_ne_zero _ h0), e2 _ (pow_ne_zero _ h0),
      Finset.sum_const, Finset.card_univ, Fintype.card_fin, nsmul_eq_mul]
    intro h
    have hn0 : (n : ℂ) = 0 := by linear_combination (-1 / 2 : ℂ) * h
    exact hn.ne' (by exact_mod_cast hn0)

end

end MomentsSharp
```

Compiling this gives:

```
Main.lean:39:32: error: Tactic `rewrite` failed: Did not find an occurrence of the pattern
  (j + 1) * 2 * n
in the target expression
  ζ ^ ((j + 1) * (2 * n)) = 1

n : ℕ
hn : 0 < n
ζ : ℂ
hζ : IsPrimitiveRoot ζ (2 * n)
j : ℕ
hj : j + 1 < 2 * n
hq : ζ ^ (j + 1) ≠ 1
⊢ ζ ^ ((j + 1) * (2 * n)) = 1
```

The error is in the proof of `hq2`, which says that `((ζ ^ (j + 1)) ^ 2) ^ n` equals 1. The first `← pow_mul` merges the two outer powers, giving `(ζ ^ (j + 1)) ^ (2 * n)`, and the second then gives `ζ ^ ((j + 1) * (2 * n))`. The next rewrite looks for `(j + 1) * 2 * n`, which Lean reads as `((j + 1) * 2) * n`. The two products are equal, but they are bracketed differently, and `rw` does not regroup factors to find a match. The `ring` in that step only proves the equation supplied to `rw`; it does not help `rw` find the left side in the goal.

The repair writes the left side as `(j + 1) * (2 * n)`, just as it stands in the goal. The exponent then becomes `2 * n * (j + 1)`, so `pow_mul` can split off `ζ ^ (2 * n)`, which `hζ.pow_eq_one` turns into 1, and `one_pow` finishes the proof of `hq2`.

The change, after which it compiles:

```diff
@@ -37,5 +37,5 @@
       omega
     have hq2 : ((ζ ^ (j + 1)) ^ 2) ^ n = 1 := by
-      rw [← pow_mul, ← pow_mul, show (j + 1) * 2 * n = 2 * n * (j + 1) by ring, pow_mul,
+      rw [← pow_mul, ← pow_mul, show (j + 1) * (2 * n) = 2 * n * (j + 1) by ring, pow_mul,
         hζ.pow_eq_one, one_pow]
     -- both moments are geometric sums in `ζ ^ (j + 1)`
```
